# For every l > 0, regularized Anderson coefficients are unique and bounded by ‖r‖/(2√l), even for linearly dependent histories

## Do the stored residuals have to be linearly independent?

Must I assume that the residual differences kept by Anderson mixing are linearly independent? In my self-consistent field runs they often nearly aren't: after some iterations two stored differences point in almost the same direction, the least-squares problem for the mixing coefficients becomes close to singular, and the coefficients grow so large that the next density is useless. Adding a small positive number \(l\) to the diagonal of the normal matrix tames this. But does it always give one well-defined answer, even if two differences coincide exactly? And how large can the coefficients still become?

## Any history is allowed once l is positive

No independence is needed. The history is modelled as an arbitrary real matrix \(R\) with one column per stored residual difference, and its rank is left free. The current residual is a real vector \(r\), for instance output density minus input density on a grid. The coefficients form a vector \(y\), often called \(\gamma\) in the literature, and \(r-Ry\) is the mixed residual. The quantity to minimize is

\[
J(y)=\|r-Ry\|^2+l\,\|y\|^2,\qquad l>0,
\]

with Euclidean norms. Its only minimizer is

\[
y=(R^TR+l)^{-1}R^Tr,
\]

where \(l\) stands for \(l\) times the identity, and this vector satisfies

\[
\|y\|\le\frac{\|r\|}{2\sqrt l},\qquad \|r-Ry\|\le\|r\|.
\]

The number \(l\) is a chosen penalty, not a property of the material. It sets how much reduction of the mixed residual is worth a given increase in the coefficients. Positivity matters: with \(l=0\) and \(Rc=0\) for some \(c\neq0\), adding \(c\) to a minimizer gives another one, so \(l\ge0\) would not be enough for uniqueness.

### From the normal equations to the factor of two

**The inverse exists.** Suppose \((R^TR+l)v=0\). Taking the dot product with \(v\) gives

\[
0=\|Rv\|^2+l\|v\|^2 .
\]

Both terms are nonnegative and \(l>0\), so \(v=0\). A square matrix with no nonzero null vector is invertible.

**The normal equations.** Multiplying the formula for \(y\) by \(R^TR+l\) gives \(R^TRy+ly=R^Tr\). With \(w=r-Ry\) for the mixed residual, this reads

\[
R^Tw=l\,y .
\]

Hence, for every coefficient vector \(v\),

\[
(Rv)\cdot w=v\cdot(R^Tw)=l\,v\cdot y. \tag{1}
\]

**The minimum.** Displace the coefficients by \(d\). The mixed residual becomes \(w-Rd\), and

\[
J(y+d)=\|w\|^2-2(Rd)\cdot w+\|Rd\|^2+l\|y\|^2+2l\,d\cdot y+l\|d\|^2 .
\]

By (1) with \(v=d\), the two terms linear in \(d\) cancel, which leaves

\[
J(y+d)=J(y)+\|Rd\|^2+l\|d\|^2 .
\]

For \(d\ne0\) the increase is at least \(l\|d\|^2>0\), so \(y\) is the strict global minimizer.

**The residual bound.** Since \(r=w+Ry\), and (1) with \(v=y\) gives \((Ry)\cdot w=l\|y\|^2\),

\[
\|r\|^2=\|w\|^2+\|Ry\|^2+2l\|y\|^2. \tag{2}
\]

Every term on the right is nonnegative, so \(\|w\|\le\|r\|\).

It is here that a habit from ordinary least squares can mislead. Without the penalty, the mixed residual is orthogonal to the columns of \(R\), and Pythagoras gives \(\|r\|^2=\|w\|^2+\|Ry\|^2\). With \(l>0\) the orthogonality is lost whenever \(y\ne0\), and the cross term supplies the \(2l\|y\|^2\) in (2).

**The coefficient bound.** Expanding \(\|w-Ry\|^2\ge0\) and using the same cross term gives

\[
\|w\|^2+\|Ry\|^2\ge2l\|y\|^2 .
\]

Inserted in (2), this yields \(\|r\|^2\ge4l\|y\|^2\), and the square root is the stated bound. Discarding \(\|w\|^2+\|Ry\|^2\) from (2) would give only \(\|y\|\le\|r\|/\sqrt{2l}\).

**Dependent columns.** If \(Rc=0\), then (1) with \(v=c\) gives \(l\,c\cdot y=0\), so \(c\cdot y=0\). When two columns are identical, take \(c\) with entries \(1\) and \(-1\) in those positions and zero elsewhere: the two coefficients must be equal. The duplicates share their weight.

**Sharpness.** For \(R=\sqrt l\,\mathbf 1\), with \(\mathbf 1\) the identity, \(R^TR+l=2l\,\mathbf 1\) and \(y=r/(2\sqrt l)\). The coefficient bound is then an equality for every \(r\).

### What the Lean statement says

The types `n` and `m` are finite index sets, not integers: `n` labels the components of the residual and `m` the history entries. Either may be empty. A residual is a function `n → ℝ`, a coefficient vector is a function `m → ℝ`, and `R` is a `Matrix n m ℝ`. The symbol `*ᵥ` applies a matrix to a vector, and `⬝ᵥ` is the dot product.

The norm has its own definition, `vnorm v`, as the square root of `v ⬝ᵥ v`. Mathlib's built-in norm on such functions is not used, because it is the largest absolute entry and would in general make the objective a different function. `objective` is \(J\), and `coeff` is the formula for \(y\).

The main theorem, `regularized_anderson`, takes any `R`, any `r` and the single hypothesis `0 < l`. It states four things:

- The determinant of \(R^TR+l\) is nonzero. Lean assigns a value to the inverse of a singular matrix too, so this clause certifies that `coeff` contains a true inverse.
- Every `z` different from `coeff R r l` has a strictly larger objective.
- The coefficient norm is at most `vnorm r / (2 * √l)`.
- The norm of the mixed residual is at most `vnorm r`.

Two further theorems, `coeff_orthogonal_dependence` and `coeff_bound_sharp`, state the orthogonality to dependences and the example in which the coefficient bound is an equality.

```lean
import Mathlib

open Matrix

namespace RegularizedAnderson

noncomputable section

/-- The Euclidean norm of a real vector. -/
def vnorm {ι : Type*} [Fintype ι] (v : ι → ℝ) : ℝ := √(v ⬝ᵥ v)

variable {n m : Type*} [Fintype n] [Fintype m]

/-- The regularized least-squares objective: squared norm of the mixed residual `r - R y`
plus `l` times the squared norm of the mixing coefficients `y`. -/
def objective (R : Matrix n m ℝ) (r : n → ℝ) (l : ℝ) (y : m → ℝ) : ℝ :=
  vnorm (r - R *ᵥ y) ^ 2 + l * vnorm y ^ 2

/-- The regularized Anderson coefficients `(Rᵀ R + l)⁻¹ Rᵀ r`, for `l > 0`. -/
def coeff [DecidableEq m] (R : Matrix n m ℝ) (r : n → ℝ) (l : ℝ) : m → ℝ :=
  (Rᵀ * R + l • (1 : Matrix m m ℝ))⁻¹ *ᵥ (Rᵀ *ᵥ r)

/-- The squared Euclidean norm is the dot product of the vector with itself. -/
theorem vnorm_sq {ι : Type*} [Fintype ι] (v : ι → ℝ) : vnorm v ^ 2 = v ⬝ᵥ v :=
  Real.sq_sqrt (Finset.sum_nonneg fun i _ => mul_self_nonneg (v i))

/-- A nonzero vector has positive squared norm. -/
theorem vnorm_sq_pos {ι : Type*} [Fintype ι] {v : ι → ℝ} (hv : v ≠ 0) :
    0 < vnorm v ^ 2 := by
  refine lt_of_le_of_ne (sq_nonneg _) (Ne.symm ?_)
  rw [vnorm_sq]
  exact fun h => hv (dotProduct_self_eq_zero.mp h)

/-- The transpose moves a matrix from one side of the dot product to the other. -/
theorem dot_transpose (R : Matrix n m ℝ) (v : m → ℝ) (w : n → ℝ) :
    v ⬝ᵥ (Rᵀ *ᵥ w) = (R *ᵥ v) ⬝ᵥ w := by
  rw [Matrix.mulVec_transpose, dotProduct_comm, ← Matrix.dotProduct_mulVec, dotProduct_comm]

variable [DecidableEq m]

/-- For `l > 0` the shifted Gram matrix `Rᵀ R + l` of any history `R` is nonsingular. -/
theorem gram_det_ne_zero (R : Matrix n m ℝ) {l : ℝ} (hl : 0 < l) :
    (Rᵀ * R + l • (1 : Matrix m m ℝ)).det ≠ 0 := by
  intro h
  obtain ⟨v, hv, h0⟩ := Matrix.exists_mulVec_eq_zero_iff.mpr h
  -- the quadratic form of the nonzero null vector `v` would be both zero and positive
  have h1 : v ⬝ᵥ ((Rᵀ * R + l • (1 : Matrix m m ℝ)) *ᵥ v)
      = vnorm (R *ᵥ v) ^ 2 + l * vnorm v ^ 2 := by
    rw [Matrix.add_mulVec, ← Matrix.mulVec_mulVec, Matrix.smul_mulVec, Matrix.one_mulVec,
      dotProduct_add, dot_transpose, dotProduct_smul, smul_eq_mul, vnorm_sq, vnorm_sq]
  rw [h0, dotProduct_zero] at h1
  have h2 := mul_pos hl (vnorm_sq_pos hv)
  have h3 := sq_nonneg (vnorm (R *ᵥ v))
  linarith

/-- For `l > 0` the regularized Anderson coefficients are the one and only solution of the
normal equations `Rᵀ (r - R z) = l z`. -/
theorem normal_equations_iff (R : Matrix n m ℝ) (r : n → ℝ) {l : ℝ} (hl : 0 < l)
    (z : m → ℝ) : Rᵀ *ᵥ (r - R *ᵥ z) = l • z ↔ z = coeff R r l := by
  have hu := isUnit_iff_ne_zero.mpr (gram_det_ne_zero R hl)
  have hM : ∀ x : m → ℝ, (Rᵀ * R + l • (1 : Matrix m m ℝ)) *ᵥ x
      = Rᵀ *ᵥ (R *ᵥ x) + l • x := fun x => by
    rw [Matrix.add_mulVec, ← Matrix.mulVec_mulVec, Matrix.smul_mulVec, Matrix.one_mulVec]
  constructor
  · intro h
    have h1 : (Rᵀ * R + l • (1 : Matrix m m ℝ)) *ᵥ z = Rᵀ *ᵥ r := by
      rw [hM, ← h, Matrix.mulVec_sub]
      abel
    rw [coeff, ← h1, Matrix.mulVec_mulVec, Matrix.nonsing_inv_mul _ hu, Matrix.one_mulVec]
  · intro hz
    have h1 : (Rᵀ * R + l • (1 : Matrix m m ℝ)) *ᵥ z = Rᵀ *ᵥ r := by
      rw [hz, coeff, Matrix.mulVec_mulVec, Matrix.mul_nonsing_inv _ hu, Matrix.one_mulVec]
    rw [hM] at h1
    rw [Matrix.mulVec_sub, ← h1, add_sub_cancel_left]

/-- For `l > 0`, displacing the coefficients by `d` from the regularized Anderson choice
raises the objective by exactly `‖R d‖² + l ‖d‖²`. -/
theorem objective_displaced (R : Matrix n m ℝ) (r : n → ℝ) {l : ℝ} (hl : 0 < l)
    (d : m → ℝ) : objective R r l (coeff R r l + d)
      = objective R r l (coeff R r l) + vnorm (R *ᵥ d) ^ 2 + l * vnorm d ^ 2 := by
  have h := (normal_equations_iff R r hl _).mpr rfl
  generalize coeff R r l = y at h ⊢
  -- the terms linear in `d` cancel by the normal equations
  have hd : (R *ᵥ d) ⬝ᵥ (r - R *ᵥ y) = l * (d ⬝ᵥ y) := by
    rw [← dot_transpose, h, dotProduct_smul, smul_eq_mul]
  have e : r - R *ᵥ (y + d) = (r - R *ᵥ y) - R *ᵥ d := by
    rw [Matrix.mulVec_add, sub_sub]
  simp only [objective, vnorm_sq]
  rw [e]
  generalize r - R *ᵥ y = w at hd ⊢
  simp only [sub_dotProduct, dotProduct_sub, add_dotProduct, dotProduct_add]
  rw [dotProduct_comm w (R *ᵥ d), dotProduct_comm y d]
  linear_combination (-2) * hd

/-- For `l > 0` and the regularized coefficients `y`, the squared norm of the residual `r` is the
sum of the squared norms of `r - R y` and `R y`, plus `2 l` times the squared norm of `y`. -/
theorem residual_balance (R : Matrix n m ℝ) (r : n → ℝ) {l : ℝ} (hl : 0 < l) :
    vnorm r ^ 2 = vnorm (r - R *ᵥ coeff R r l) ^ 2 + vnorm (R *ᵥ coeff R r l) ^ 2
      + 2 * l * vnorm (coeff R r l) ^ 2 := by
  have h := (normal_equations_iff R r hl _).mpr rfl
  generalize coeff R r l = y at h ⊢
  have hy : (R *ᵥ y) ⬝ᵥ (r - R *ᵥ y) = l * (y ⬝ᵥ y) := by
    rw [← dot_transpose, h, dotProduct_smul, smul_eq_mul]
  simp only [vnorm_sq]
  generalize R *ᵥ y = p at hy ⊢
  simp only [sub_dotProduct, dotProduct_sub] at hy ⊢
  rw [dotProduct_comm r p]
  linear_combination 2 * hy

/-- For any history `R`, any residual `r` and `l > 0`, the matrix `Rᵀ R + l` is nonsingular and
`y = (Rᵀ R + l)⁻¹ Rᵀ r` is the unique minimizer of `‖r - R y‖² + l ‖y‖²`; it satisfies
`‖y‖ ≤ ‖r‖ / (2 √l)` and `‖r - R y‖ ≤ ‖r‖`. -/
theorem regularized_anderson (R : Matrix n m ℝ) (r : n → ℝ) {l : ℝ} (hl : 0 < l) :
    (Rᵀ * R + l • (1 : Matrix m m ℝ)).det ≠ 0 ∧
    (∀ z, z ≠ coeff R r l → objective R r l (coeff R r l) < objective R r l z) ∧
    vnorm (coeff R r l) ≤ vnorm r / (2 * √l) ∧
    vnorm (r - R *ᵥ coeff R r l) ≤ vnorm r := by
  have hb := residual_balance R r hl
  refine ⟨gram_det_ne_zero R hl, fun z hz => ?_, ?_, ?_⟩
  · have e := objective_displaced R r hl (z - coeff R r l)
    rw [add_sub_cancel] at e
    have h1 := mul_pos hl (vnorm_sq_pos (sub_ne_zero.mpr hz))
    have h2 := sq_nonneg (vnorm (R *ᵥ (z - coeff R r l)))
    linarith
  · have h := (normal_equations_iff R r hl _).mpr rfl
    generalize coeff R r l = y at h ⊢
    have hy : (R *ᵥ y) ⬝ᵥ (r - R *ᵥ y) = l * (y ⬝ᵥ y) := by
      rw [← dot_transpose, h, dotProduct_smul, smul_eq_mul]
    -- the squared norm of `r - 2 R y` is nonnegative
    have q := sq_nonneg (vnorm (r - R *ᵥ y - R *ᵥ y))
    rw [vnorm_sq] at q
    generalize R *ᵥ y = p at hy q
    simp only [sub_dotProduct, dotProduct_sub] at hy q
    rw [dotProduct_comm r p] at q
    have hs : 0 < √l := Real.sqrt_pos.mpr hl
    have hy0 : 0 ≤ vnorm y := Real.sqrt_nonneg _
    have hr0 : 0 ≤ vnorm r := Real.sqrt_nonneg _
    rw [le_div_iff₀ (by positivity), ← sq_le_sq₀ (by positivity) hr0,
      mul_pow, mul_pow, Real.sq_sqrt hl.le, vnorm_sq, vnorm_sq]
    linarith
  · have hw0 : 0 ≤ vnorm (r - R *ᵥ coeff R r l) := Real.sqrt_nonneg _
    have hr0 : 0 ≤ vnorm r := Real.sqrt_nonneg _
    rw [← sq_le_sq₀ hw0 hr0, hb]
    have h1 := mul_nonneg hl.le (sq_nonneg (vnorm (coeff R r l)))
    have h2 := sq_nonneg (vnorm (R *ᵥ coeff R r l))
    linarith

/-- For `l > 0` the regularized coefficients are orthogonal to every linear dependence
`R c = 0` among the columns of the history. -/
theorem coeff_orthogonal_dependence (R : Matrix n m ℝ) (r : n → ℝ) {l : ℝ} (hl : 0 < l)
    {c : m → ℝ} (hc : R *ᵥ c = 0) : c ⬝ᵥ coeff R r l = 0 := by
  have h := (normal_equations_iff R r hl _).mpr rfl
  have h1 : l * (c ⬝ᵥ coeff R r l) = 0 := by
    rw [← smul_eq_mul, ← dotProduct_smul, ← h, dot_transpose, hc, zero_dotProduct]
  exact (mul_eq_zero.mp h1).resolve_left hl.ne'

/-- For `l > 0` and the history `R = √l · 1`, the coefficient vector has norm exactly
`‖r‖ / (2 √l)` for every residual `r`. -/
theorem coeff_bound_sharp (r : m → ℝ) {l : ℝ} (hl : 0 < l) :
    vnorm (coeff (√l • (1 : Matrix m m ℝ)) r l) = vnorm r / (2 * √l) := by
  have hs : 0 < √l := Real.sqrt_pos.mpr hl
  -- the coefficients are `r / (2 √l)`, since these solve the normal equations
  have hc : (1 / (2 * √l)) • r = coeff (√l • (1 : Matrix m m ℝ)) r l := by
    apply (normal_equations_iff _ r hl _).mp
    have hk : √l * (1 / (2 * √l)) = 1 / 2 := by field_simp
    have hq : √l * √l = l := Real.mul_self_sqrt hl.le
    generalize 1 / (2 * √l) = k at hk ⊢
    rw [Matrix.transpose_smul, Matrix.transpose_one]
    simp only [Matrix.smul_mulVec, Matrix.one_mulVec]
    ext i
    simp only [Pi.smul_apply, Pi.sub_apply, smul_eq_mul]
    linear_combination (-2 * √l * r i) * hk + (k * r i) * hq
  rw [← hc]
  unfold vnorm
  rw [smul_dotProduct, dotProduct_smul, smul_eq_mul, smul_eq_mul, ← mul_assoc,
    Real.sqrt_mul (mul_self_nonneg _), Real.sqrt_mul_self (by positivity)]
  ring

end

end RegularizedAnderson
```

```lean
#print axioms RegularizedAnderson.regularized_anderson
#print axioms RegularizedAnderson.coeff_orthogonal_dependence
#print axioms RegularizedAnderson.coeff_bound_sharp
```

```
'RegularizedAnderson.regularized_anderson' depends on axioms: [propext, Classical.choice, Quot.sound]
'RegularizedAnderson.coeff_orthogonal_dependence' depends on axioms: [propext, Classical.choice, Quot.sound]
'RegularizedAnderson.coeff_bound_sharp' depends on axioms: [propext, Classical.choice, Quot.sound]
```

### How the Lean proof is organized

`vnorm_sq` and `vnorm_sq_pos` turn squared norms into dot products and provide positivity for nonzero vectors. `dot_transpose` is the identity \(v\cdot(R^Tw)=(Rv)\cdot w\) behind (1).

`gram_det_ne_zero` argues by contradiction. A zero determinant supplies a nonzero null vector, whose quadratic form would be both zero and positive.

`normal_equations_iff` proves the equivalence in both directions: the coefficient formula solves \(R^T(r-Rz)=lz\), and any solution `z` equals that formula. The proofs of `objective_displaced`, `residual_balance` and the coefficient bound take the normal equations from it and then use `generalize` to replace `coeff R r l` by a plain vector `y`. From there on the explicit inverse plays no part, just as in the derivation above.

`objective_displaced` completes the square. Its hypothesis `hd` is (1) for the displacement, and `linear_combination (-2) * hd` cancels the linear terms. `residual_balance` is (2), with the cross term entering through `linear_combination 2 * hy`.

In `regularized_anderson`, strict minimality comes from setting the displacement to `z - coeff R r l`. For the coefficient bound, the line marked `q` is \(\|r-2Ry\|^2\ge0\), which is \(\|w-Ry\|^2\ge0\) in the notation above. The lemmas `le_div_iff₀` and `sq_le_sq₀` clear the denominator and pass to squares, after which the inequality is linear in the dot products. The residual bound follows from the balance by dropping nonnegative terms.

`coeff_orthogonal_dependence` applies (1) to a dependence and divides by \(l\). `coeff_bound_sharp` inverts no matrix: it checks that \(r/(2\sqrt l)\) solves the normal equations, and `normal_equations_iff` identifies it with the coefficient vector.

### Inside one SCF iteration

Let \(x\) be the current input density, let the columns of \(X\) be the stored differences of inputs, and let the columns of \(R\) be the matching differences of residuals. With eight stored differences, \(R^TR\) is an \(8\times8\) matrix, however many grid points the density has. The program adds \(l\) to its diagonal, solves \((R^TR+l)y=R^Tr\), usually without forming the inverse, and sets

\[
x_{\text{new}}=x-Xy+\beta\,(r-Ry),
\]

where \(\beta\) is the ordinary mixing parameter.

The size of \(l\) has to be judged against \(R^TR\). If \(l\) stays fixed while the residuals and stored differences shrink towards convergence, the bound forces \(y\) towards zero and the update approaches plain linear mixing, \(x+\beta r\). Choosing \(l=\varepsilon\,\mathrm{tr}(R^TR)\) with a fixed \(\varepsilon>0\) keeps the relative strength of the penalty constant. This \(l\) is positive unless every stored residual difference is zero.

For Hartree–Fock and density-functional calculations, the result therefore controls the coefficient solve within one iteration, for real residual vectors of finite length. It does not show that the SCF cycle converges. One gap lies between \(r-Ry\) and the residual actually found at the mixed input \(x-Xy\): the two agree if the residual depends on the input in an affine way, whereas in a real SCF problem \(r-Ry\) is in general only a linear prediction. Another is the step \(\beta\,(r-Ry)\), which moves the input on from \(x-Xy\) and can enlarge the residual even in the affine case. So \(\|r-Ry\|\le\|r\|\) says that the residual predicted at \(x-Xy\) is no larger than the current one, while the next computed one, at \(x_{\text{new}}\), may be.

Two further limits of the theorem matter in practice. The theorem concerns real numbers, so in floating point an \(l\) below the rounding level of \(R^TR\) may have no effect. And the coefficients here multiply differences and are unconstrained. DIIS in its usual form has coefficients that sum to one, and penalizing the squared norm of those is in general a different regularization.
